# Image energy of a charge between two grounded plates: convergence, mirror symmetry and the midpoint value $-(\ln 2)/L$

In Gaussian units, put a unit point charge in vacuum at height $z$ between grounded conducting plates at $0$ and $L$, with $0<z<L$, and let its image energy be
$$U(z) = -\frac{1}{4z} + \frac12\sum_{n\ge 1} t_n, \qquad t_n = \frac{1}{nL} - \frac{1}{2(nL-z)} - \frac{1}{2(nL+z)} .$$
The series converges absolutely, $U(L-z)=U(z)$, and $U(L/2) = -(\ln 2)/L$. Moreover $-\frac{1}{4z}-\frac{1}{4(L-z)} \le U(z) \le -\frac{1}{4z}$, and $U(z) < -(\ln 2)/L$ at every point of the gap other than the midpoint.

## Physical setting

The units are Gaussian, so a unit charge produces the potential $1/r$ at distance $r$. Repeated reflection in the two plates gives image charges on the axis through the real charge. Images of charge $+1$ sit at $z+2kL$ for every integer $k\neq 0$, and images of charge $-1$ sit at $-z+2kL$ for every integer $k$.

The negative image with $k=0$ is at distance $2z$ from the real charge. For each $n\ge 1$ there are four more images: the positive ones with $k=\pm n$, both at distance $2nL$, and the negative ones with $k=n$ and $k=-n$, at distances $2(nL-z)$ and $2(nL+z)$. These four have zero net charge and contribute the potential $t_n$ at the position of the real charge. The energy is one half of the charge times the image potential, because the induced surface charge is proportional to the real charge. This gives $U(z)$ as written, with $-1/(4z)$ from the nearest image in the plate at $0$.

In a simple model of an electron in a vacuum gap between two metals, the image energy is taken to be that of a static classical charge between ideal flat conductors, and $U(z)$ in atomic units is added to the potential in the one-electron Schrödinger equation. A flat barrier is then lowered by $(\ln 2)/L$ at the centre of the gap and by more everywhere else in it.

## Statement

Let $L$ and $z$ be real numbers with $0<z<L$. The sums below run over $n\ge 0$, so the brackets appear as $t_{n+1}$.

1. The series $\sum_{n\ge 0} t_{n+1}$ is summable.
2. $U(L-z)=U(z)$.
3. $U(L/2)=-(\ln 2)/L$, for which $L>0$ is enough.
4. $-\frac{1}{4z}-\frac{1}{4(L-z)} \le U(z) \le -\frac{1}{4z}$.
5. If $z\ne L/2$, then $U(z) < -(\ln 2)/L$.

The theorem `image_potential_between_plates` is the conjunction of items 1 to 3 under the hypotheses `hz : 0 < z` and `hzL : z < L`. Item 4 is `imageEnergy_bounds` and item 5 is `imageEnergy_lt_midpoint`. Items 3 and 5 together say that the midpoint is the unique maximum of $U$ on the open gap.

## Derivation

Step 1, a telescoping series. For $c>0$ and $n\ge 0$ let
$$d_n(c) = \frac{1}{nL+c} - \frac{1}{(n+1)L+c} \ge 0 .$$
The sum of the first $N$ terms is $\frac1c - \frac{1}{NL+c}$, which tends to $1/c$ as $N\to\infty$. Hence $\sum_{n\ge0} d_n(c) = 1/c$.

Step 2, sign and size of the brackets. For $n\ge1$ put $a=nL$, so that $a>z$. Then
$$t_n = \frac1a - \frac{a}{a^2-z^2} = -\frac{z^2}{nL\,(nL-z)\,(nL+z)} \le 0 .$$
For a lower bound on $t_{n+1}$ with $n\ge 0$, put $a=(n+1)L$ and note $a-z = nL+(L-z)$. The term $\frac{1}{2(a-z)}$ cancels between $t_{n+1}$ and $\frac12 d_n(L-z)$, and
$$t_{n+1} + \tfrac12 d_n(L-z) = \frac12\Big[\frac1a - \frac{1}{a+z}\Big] + \frac12\Big[\frac1a - \frac{1}{a+(L-z)}\Big] \ge 0 .$$
So $0 \le -t_{n+1} \le \frac12 d_n(L-z)$. The comparison test with step 1 gives item 1, and summing gives
$$-\frac{1}{2(L-z)} \le \sum_{n\ge0} t_{n+1} \le 0 .$$
Halving and adding $-1/(4z)$ yields item 4.

Step 3, regrouping. By step 1 with $c=z$, the nearest-image term is $-\frac{1}{4z} = -\frac14\sum_{n\ge 0} d_n(z)$. Two convergent series may be combined term by term, so $U(z)=\sum_{n\ge0} p_n(z)$ with $p_n(z) = \frac12 t_{n+1} - \frac14 d_n(z)$. Written out,
$$p_n(z) = \frac{1}{2(n+1)L} - \frac{1}{4(nL+(L-z))} - \frac{1}{4((n+1)L+z)} - \frac{1}{4(nL+z)} + \frac{1}{4((n+1)L+z)} ,$$
and the third and fifth terms cancel:
$$p_n(z) = \frac{1}{2(n+1)L} - \frac{1}{4(nL+z)} - \frac{1}{4(nL+(L-z))} .$$
This is half the potential of the two positive images at distance $2(n+1)L$ and the two negative images at distances $2(nL+z)$ and $2(nL+(L-z))$. The replacement $z\to L-z$ keeps the charge in the gap and exchanges the last two terms, so $p_n(L-z)=p_n(z)$ for each $n$. The sums are therefore equal, which is item 2.

Step 4, the midpoint. At $z=L/2$ both negative terms equal $-\frac{1}{2(2n+1)L}$, so
$$p_n(L/2) = \frac1L\Big[\frac{1}{2(n+1)} - \frac{1}{2n+1}\Big] .$$
Let $H_N=\sum_{m=1}^N 1/m$ be the harmonic numbers, with $H_0=0$. Raising $N$ by one changes $H_N-H_{2N}$ by $\frac{1}{N+1}-\frac{1}{2N+1}-\frac{1}{2N+2} = \frac{1}{2(N+1)}-\frac{1}{2N+1}$, which is $L\,p_N(L/2)$. By induction
$$\sum_{n=0}^{N-1} p_n(L/2) = \frac{H_N-H_{2N}}{L} .$$
For $N\ge1$,
$$H_N-H_{2N} = (H_N-\ln N) - (H_{2N}-\ln 2N) - \ln 2 .$$
Both parentheses tend to the Euler–Mascheroni constant $\gamma$, which cancels, and the limit is $-\ln 2$. This is item 3.

Step 5, the strict maximum. For $a,b>0$,
$$\frac{1}{4a}+\frac{1}{4b}-\frac{1}{a+b} = \frac{(a-b)^2}{4ab(a+b)} ,$$
which is positive when $a\neq b$. Take $a=nL+z$ and $b=nL+(L-z)$. Then $a+b=(2n+1)L$ and $a-b=2z-L\ne0$. The two negative terms of $p_n(L/2)$ add up to $-1/(a+b)$, so $p_n(z)<p_n(L/2)$ for every $n$. Summing gives item 5.

## What the formal version assumes

The lengths `L` and `z` are plain real numbers. `imageTerm L z n` is $t_n$, with the natural number `n` cast to a real. `imageEnergy L z` is $U(z)$; its series is `∑' n : ℕ, imageTerm L z (n + 1)`, which starts at $t_1$. `pairTerm L z n` is $p_n(z)$ for $n\ge0$. The hypotheses `hz` and `hzL` place the charge strictly inside the gap and imply $L>0$.

`Summable` for a real series means convergence independent of the order of the terms, which is the same as absolute convergence. It refers to the brackets $t_{n+1}$, each taken as one term. Lean gives `∑'` the value zero on a series that is not summable, so item 1 is what makes `imageEnergy L z` the actual sum for $0<z<L$.

The series is the definition of the energy. The positions and signs of the images, their grouping into neutral sets of four, and the factor $\frac12$ are taken from the physical argument above; the file contains no Poisson equation and no boundary condition from which they would follow. The model has infinite, flat, perfectly conducting plates at the same potential, a static classical point charge, and image planes that coincide with the plates. It has no dielectric or electrolyte in the gap and no applied bias. The term $-1/(4z)$ is kept down to arbitrarily small $z$, where a real metal surface departs from the ideal conductor.

The energy could also have been modelled image by image, as one half of a sum over all integers $k$ in which each positive and each negative image is a term of its own. That family is not summable, because the positive images alone contribute $\sum 1/(2|k|L)$, which diverges like the harmonic series. Such a sum has a value only once a summation rule is chosen, for instance a limit of partial sums along a prescribed truncation. A common cut-off $|k|\le N$ for both signs reproduces the $k=0$ term plus the partial sums of the $t_n$, with net image charge $-1$ for every $N$, while cut-offs for the two signs that grow in a fixed ratio other than one leave a net image charge whose size grows without bound and shift the limit by a multiple of $1/L$. These statements about ungrouped sums are background and have no theorem behind them in the file below, which fixes the grouping in `imageTerm` and shows in `hasSum_pairTerm` that the second neutral grouping $p_n$ has the same sum.

## The file

```lean
import Mathlib

open Filter Topology Finset

namespace ImagePotentialBetweenPlates

noncomputable section

/-- The `n`-th bracket of the image series for a unit charge at `z` between grounded plates
at `0` and `L`. -/
def imageTerm (L z : ℝ) (n : ℕ) : ℝ :=
  1 / (n * L) - 1 / (2 * (n * L - z)) - 1 / (2 * (n * L + z))

/-- The image energy: the nearest-image term `-1/(4z)` plus half the series over `n ≥ 1`. -/
def imageEnergy (L z : ℝ) : ℝ :=
  -1 / (4 * z) + 1 / 2 * ∑' n : ℕ, imageTerm L z (n + 1)

/-- The regrouped term, `n ≥ 0`, in which the distances `z` and `L - z` to the two plates
enter in the same way. -/
def pairTerm (L z : ℝ) (n : ℕ) : ℝ :=
  1 / (2 * ((n + 1) * L)) - 1 / (4 * (n * L + z)) - 1 / (4 * (n * L + (L - z)))

variable {L z : ℝ}

/-- The differences of inverse distances `1/(nL+c) - 1/((n+1)L+c)` sum to `1/c`. -/
theorem hasSum_telescope {c : ℝ} (hL : 0 < L) (hc : 0 < c) :
    HasSum (fun n : ℕ => 1 / (n * L + c) - 1 / ((n + 1) * L + c)) (1 / c) := by
  refine (hasSum_iff_tendsto_nat_of_nonneg (fun n => ?_) _).2 ?_
  · exact sub_nonneg.2 (one_div_le_one_div_of_le (by positivity) (by nlinarith))
  · have hsum : ∀ N : ℕ, ∑ n ∈ range N, (1 / ((n : ℝ) * L + c) - 1 / ((n + 1) * L + c))
        = 1 / c - 1 / (N * L + c) := by
      intro N
      induction N with
      | zero => simp
      | succ N ih =>
        rw [sum_range_succ, ih]
        push_cast
        ring
    have h0 : Tendsto (fun N : ℕ => (N : ℝ) * L + c) atTop atTop :=
      tendsto_atTop_add_const_right _ c (tendsto_natCast_atTop_atTop.atTop_mul_const hL)
    have h1 : Tendsto (fun N : ℕ => 1 / ((N : ℝ) * L + c)) atTop (𝓝 0) :=
      tendsto_const_nhds.div_atTop h0
    have h2 := (tendsto_const_nhds (x := 1 / c)).sub h1
    rw [sub_zero] at h2
    exact h2.congr (fun N => (hsum N).symm)

/-- For `n ≥ 1` the bracket equals `-z²/(nL (nL - z) (nL + z))`. -/
theorem imageTerm_eq (hz : 0 < z) (hzL : z < L) {n : ℕ} (hn : 1 ≤ n) :
    imageTerm L z n = -(z ^ 2 / (n * L * (n * L - z) * (n * L + z))) := by
  have h1 : (1 : ℝ) ≤ n := by exact_mod_cast hn
  have ha : z < n * L := by nlinarith
  unfold imageTerm
  generalize (n : ℝ) * L = a at ha ⊢
  have h2 : a ≠ 0 := by linarith [hz] |> fun h : 0 < a => h.ne'
  have h3 : a - z ≠ 0 := (sub_pos.2 ha).ne'
  have h4 : a + z ≠ 0 := by linarith [hz] |> fun h : 0 < a + z => h.ne'
  field_simp
  ring

/-- Every bracket is non-positive and lies above minus half a telescoping difference. -/
theorem imageTerm_bounds (hz : 0 < z) (hzL : z < L) (n : ℕ) :
    -(1 / 2 * (1 / (n * L + (L - z)) - 1 / ((n + 1) * L + (L - z)))) ≤ imageTerm L z (n + 1)
      ∧ imageTerm L z (n + 1) ≤ 0 := by
  have hL : 0 < L := hz.trans hzL
  have hnL : 0 ≤ (n : ℝ) * L := by positivity
  constructor
  · have half : ∀ x : ℝ, 1 / (2 * x) = 1 / 2 * (1 / x) := fun x => by ring
    have ha : 0 < ((n : ℝ) + 1) * L := by positivity
    have b1 : 1 / (((n : ℝ) + 1) * L + z) ≤ 1 / (((n : ℝ) + 1) * L) :=
      one_div_le_one_div_of_le ha (by linarith)
    have b2 : 1 / (((n : ℝ) + 1) * L + (L - z)) ≤ 1 / (((n : ℝ) + 1) * L) :=
      one_div_le_one_div_of_le ha (by linarith)
    unfold imageTerm
    push_cast
    rw [half, half, show ((n : ℝ) + 1) * L - z = n * L + (L - z) by ring]
    linarith
  · rw [imageTerm_eq hz hzL (by omega), neg_nonpos]
    push_cast
    have hd : 0 < ((n : ℝ) + 1) * L - z := by nlinarith
    positivity

/-- The image series over `n ≥ 1` is summable for a charge strictly between the plates. -/
theorem summable_imageTerm (hz : 0 < z) (hzL : z < L) :
    Summable (fun n : ℕ => imageTerm L z (n + 1)) := by
  have ht := ((hasSum_telescope (hz.trans hzL) (sub_pos.2 hzL)).mul_left (1 / 2)).summable
  have h : Summable (fun n : ℕ => -imageTerm L z (n + 1)) :=
    Summable.of_nonneg_of_le (fun n => neg_nonneg.2 (imageTerm_bounds hz hzL n).2)
      (fun n => neg_le.1 (imageTerm_bounds hz hzL n).1) ht
  simpa using h.neg

/-- The image energy lies between `-1/(4z) - 1/(4(L - z))` and `-1/(4z)`. -/
theorem imageEnergy_bounds (hz : 0 < z) (hzL : z < L) :
    -1 / (4 * z) - 1 / (4 * (L - z)) ≤ imageEnergy L z ∧ imageEnergy L z ≤ -1 / (4 * z) := by
  have ht := ((hasSum_telescope (hz.trans hzL) (sub_pos.2 hzL)).mul_left (1 / 2)).neg
  have lo := hasSum_le (fun n => (imageTerm_bounds hz hzL n).1) ht
    (summable_imageTerm hz hzL).hasSum
  have hi : ∑' n : ℕ, imageTerm L z (n + 1) ≤ 0 :=
    tsum_nonpos (fun n => (imageTerm_bounds hz hzL n).2)
  have quarter : ∀ x : ℝ, 1 / (4 * x) = 1 / 4 * (1 / x) := fun x => by ring
  unfold imageEnergy
  rw [quarter]
  constructor <;> linarith

/-- The regrouped terms sum to the image energy. -/
theorem hasSum_pairTerm (hz : 0 < z) (hzL : z < L) :
    HasSum (pairTerm L z) (imageEnergy L z) := by
  -- spread the nearest-image term over a telescoping series
  have h := ((summable_imageTerm hz hzL).hasSum.mul_left (1 / 2)).sub
    ((hasSum_telescope (hz.trans hzL) hz).mul_left (1 / 4))
  have key : ∀ a b c d : ℝ, 1 / (2 * a) - 1 / (4 * b) - 1 / (4 * c)
      = 1 / 2 * (1 / a - 1 / (2 * c) - 1 / (2 * d)) - 1 / 4 * (1 / b - 1 / d) :=
    fun a b c d => by ring
  have hf : pairTerm L z = fun n : ℕ => 1 / 2 * imageTerm L z (n + 1)
      - 1 / 4 * (1 / ((n : ℝ) * L + z) - 1 / ((n + 1) * L + z)) := by
    funext n
    unfold pairTerm imageTerm
    push_cast
    rw [show ((n : ℝ) + 1) * L - z = n * L + (L - z) by ring]
    exact key _ _ _ _
  have hv : imageEnergy L z
      = 1 / 2 * (∑' n : ℕ, imageTerm L z (n + 1)) - 1 / 4 * (1 / z) := by
    unfold imageEnergy
    ring
  rw [hf, hv]
  exact h

/-- The image energy is symmetric under reflection in the midplane. -/
theorem imageEnergy_symm (hz : 0 < z) (hzL : z < L) :
    imageEnergy L (L - z) = imageEnergy L z := by
  have h := hasSum_pairTerm (L := L) (z := L - z) (sub_pos.2 hzL) (by linarith)
  have e : pairTerm L (L - z) = pairTerm L z := by
    funext n
    simp only [pairTerm, sub_sub_cancel]
    ring
  rw [e] at h
  exact h.unique (hasSum_pairTerm hz hzL)

/-- At the midpoint the image energy is `-(ln 2)/L`. -/
theorem imageEnergy_midpoint (hL : 0 < L) : imageEnergy L (L / 2) = -Real.log 2 / L := by
  have hs := hasSum_pairTerm (L := L) (z := L / 2) (by linarith) (by linarith)
  have k1 : ∀ a b : ℝ, 1 / (2 * (a * L)) - 1 / (2 * (b * L)) - 1 / (2 * (b * L))
      = 1 / L * (1 / (2 * a) - 1 / b) := fun a b => by ring
  have hp : ∀ n : ℕ, pairTerm L (L / 2) n
      = 1 / L * (1 / (2 * ((n : ℝ) + 1)) - 1 / (2 * n + 1)) := by
    intro n
    unfold pairTerm
    rw [show 4 * ((n : ℝ) * L + L / 2) = 2 * ((2 * n + 1) * L) by ring,
      show 4 * ((n : ℝ) * L + (L - L / 2)) = 2 * ((2 * n + 1) * L) by ring]
    exact k1 _ _
  have k2 : ∀ h k a b : ℝ, 1 / L * (h - k) + 1 / L * (1 / (2 * a) - 1 / b)
      = 1 / L * (h + a⁻¹ - (k + b⁻¹ + (2 * a)⁻¹)) := fun h k a b => by ring
  -- partial sums are differences of harmonic numbers
  have hsum : ∀ N : ℕ, ∑ n ∈ range N, pairTerm L (L / 2) n
      = 1 / L * ((harmonic N : ℝ) - (harmonic (2 * N) : ℝ)) := by
    intro N
    induction N with
    | zero => simp
    | succ N ih =>
      rw [sum_range_succ, ih, hp, show 2 * (N + 1) = 2 * N + 1 + 1 by ring, harmonic_succ N,
        harmonic_succ (2 * N + 1), harmonic_succ (2 * N)]
      push_cast
      linear_combination k2 (harmonic N) (harmonic (2 * N)) (N + 1) (2 * N + 1)
  have g := Real.tendsto_harmonic_sub_log
  have h2 : Tendsto (fun N : ℕ => 2 * N) atTop atTop :=
    tendsto_atTop_mono (fun n => by show n ≤ 2 * n; omega) tendsto_id
  have g2 : Tendsto (fun N : ℕ => (harmonic (2 * N) : ℝ) - Real.log ((2 * N : ℕ) : ℝ)) atTop
      (𝓝 Real.eulerMascheroniConstant) := g.comp h2
  have lim := ((g.sub g2).sub_const (Real.log 2)).const_mul (1 / L)
  have lim' : Tendsto (fun N : ℕ => ∑ n ∈ range N, pairTerm L (L / 2) n) atTop _ :=
    lim.congr' (by
      filter_upwards [eventually_gt_atTop 0] with N hN
      have hN' : (N : ℝ) ≠ 0 := by exact_mod_cast hN.ne'
      rw [hsum]
      push_cast
      rw [Real.log_mul two_ne_zero hN']
      ring)
  rw [tendsto_nhds_unique hs.tendsto_sum_nat lim']
  ring

/-- Away from the midpoint the image energy lies strictly below `-(ln 2)/L`. -/
theorem imageEnergy_lt_midpoint (hz : 0 < z) (hzL : z < L) (hne : z ≠ L / 2) :
    imageEnergy L z < -Real.log 2 / L := by
  have hL : 0 < L := hz.trans hzL
  have hd : 0 < L - z := sub_pos.2 hzL
  have key : ∀ a b : ℝ, 0 < a → 0 < b → a - b ≠ 0 → 1 / (a + b) < 1 / (4 * a) + 1 / (4 * b) := by
    intro a b ha hb hab
    have e : 1 / (4 * a) + 1 / (4 * b) - 1 / (a + b) = (a - b) ^ 2 / (4 * a * b * (a + b)) := by
      field_simp
      ring
    have : 0 < (a - b) ^ 2 / (4 * a * b * (a + b)) := by positivity
    linarith
  have half : ∀ x : ℝ, 1 / (2 * x) = 1 / 2 * (1 / x) := fun x => by ring
  -- each regrouped term is largest when its two distances agree
  have hlt : ∀ n : ℕ, pairTerm L z n < pairTerm L (L / 2) n := by
    intro n
    have h := key (n * L + z) (n * L + (L - z)) (by positivity) (by positivity)
      (fun h0 => hne (by linarith))
    unfold pairTerm
    rw [show 4 * ((n : ℝ) * L + L / 2) = 2 * (n * L + z + (n * L + (L - z))) by ring,
      show 4 * ((n : ℝ) * L + (L - L / 2)) = 2 * (n * L + z + (n * L + (L - z))) by ring,
      half ((n : ℝ) * L + z + (n * L + (L - z)))]
    linarith
  rw [← imageEnergy_midpoint hL]
  exact hasSum_lt (fun n => (hlt n).le) (hlt 0) (hasSum_pairTerm hz hzL)
    (hasSum_pairTerm (by linarith) (by linarith))

/-- For a unit charge strictly between grounded plates the image series is summable, the image
energy satisfies `U(L - z) = U(z)`, and `U(L/2) = -(ln 2)/L`. -/
theorem image_potential_between_plates (hz : 0 < z) (hzL : z < L) :
    Summable (fun n : ℕ => imageTerm L z (n + 1)) ∧ imageEnergy L (L - z) = imageEnergy L z
      ∧ imageEnergy L (L / 2) = -Real.log 2 / L :=
  ⟨summable_imageTerm hz hzL, imageEnergy_symm hz hzL, imageEnergy_midpoint (hz.trans hzL)⟩

end

end ImagePotentialBetweenPlates
```

```lean
#print axioms ImagePotentialBetweenPlates.imageEnergy_bounds
-- 'ImagePotentialBetweenPlates.imageEnergy_bounds' depends on axioms: [propext, Classical.choice, Quot.sound]
#print axioms ImagePotentialBetweenPlates.imageEnergy_lt_midpoint
-- 'ImagePotentialBetweenPlates.imageEnergy_lt_midpoint' depends on axioms: [propext, Classical.choice, Quot.sound]
#print axioms ImagePotentialBetweenPlates.image_potential_between_plates
-- 'ImagePotentialBetweenPlates.image_potential_between_plates' depends on axioms: [propext, Classical.choice, Quot.sound]
```

## Notes on the proof

`hasSum_telescope` is step 1. `HasSum` is the order-independent notion of a sum, and for non-negative terms `hasSum_iff_tendsto_nat_of_nonneg` reduces it to the limit of ordinary partial sums. The first goal is $d_n(c)\ge0$. In the second, `hsum` is the closed form $\frac1c-\frac{1}{NL+c}$ by induction on `N`, while `h0` and `h1` say that $NL+c\to\infty$ and that its inverse tends to zero.

`imageTerm_eq` and `imageTerm_bounds` are step 2. The first replaces $nL$ by a single variable `a` with $z<a$, records that $a$, $a-z$ and $a+z$ are non-zero, and clears denominators. In the second, `b1` and `b2` are the two square brackets of the lower bound; after $(n+1)L-z$ is rewritten as $nL+(L-z)$, the inequality is linear in the inverse distances and `linarith` closes it. The upper bound reads the sign from the closed form, with `hd` supplying $(n+1)L-z>0$.

`summable_imageTerm` applies the comparison test `Summable.of_nonneg_of_le` to $-t_{n+1}$ with majorant $\frac12 d_n(L-z)$ and then flips the sign. `imageEnergy_bounds` sums the same two inequalities, the lower with `hasSum_le` and the upper with `tsum_nonpos`.

`hasSum_pairTerm` is the first half of step 3. The statement `h` is the termwise difference of the two series. The identity `key` is the cancellation, with `d` standing for $(n+1)L+z$. Then `hf` identifies the terms with `pairTerm` and `hv` identifies the value with `imageEnergy`. In `imageEnergy_symm` the equality `e` is $p_n(L-z)=p_n(z)$ for all $n$, so one series has the sums $U(L-z)$ and $U(z)$, and `h.unique` equates them.

`imageEnergy_midpoint` is step 4. `hp` is the midpoint form of $p_n$, and `hsum` is the harmonic-number formula, whose induction step expands $H_{N+1}$ once and $H_{2N+2}$ twice with `harmonic_succ`. The convergence of $H_N-\ln N$ to $\gamma$ is Mathlib's `Real.tendsto_harmonic_sub_log`, and `g2` is the same limit along $2N$. The splitting $\ln 2N=\ln2+\ln N$ by `Real.log_mul` needs $N\neq0$, so the partial sums are matched to the limit expression only for $N>0$, which suffices for a limit. The partial sums also tend to $U(L/2)$ by `hs.tendsto_sum_nat`, and `tendsto_nhds_unique` equates the two limits.

`imageEnergy_lt_midpoint` is step 5. Its `key` is the inequality in $a$ and $b$, obtained from the identity `e`, and `hlt` is $p_n(z)<p_n(L/2)$. The lemma `hasSum_lt` turns a termwise $\le$ with one strict index, here $n=0$, into a strict inequality of sums.
